# Nodes at 0 and ±√3w/2 minimise the largest squared three-node polynomial on [−w, w]

Let \(w>0\), and let \(a,b,c\) be real node energies. Then

\[
\max_{-w\le E\le w}\bigl[(E-a)(E-b)(E-c)\bigr]^2\;\ge\;\frac{w^6}{16},
\]

with equality exactly when the nodes are \(0\) and \(\pm\sqrt3\,w/2\). If both window edges are nodes, the maximum is at least \(64/27\approx2.37\) times this optimum, wherever the third node lies. A third node at \(0\) gives exactly that factor.

An NMTO (Nth-order muffin-tin orbital) basis is built from functions that solve the one-electron Schrödinger equation of a muffin-tin potential piecewise, at a few chosen energies, the nodes. With three nodes, the leading error of a wave function of that potential at energy \(E\) is proportional to \((E-a)(E-b)(E-c)\), and that of its variational energy to the square. For a model in which the prefactor is one constant, the same for all energies and node sets, the result says where to put three nodes so that the largest leading energy error in the window is smallest. In a real calculation the prefactor varies with energy, and the best nodes can move.

In Lean 4 with Mathlib:

```lean
import Mathlib

noncomputable section

namespace NMTONodePlacement
```

## The error factor of three nodes

The node polynomial is the monic cubic

\[
p(E)=(E-a)(E-b)(E-c).
\]

The nodes are arbitrary real numbers: they may coincide or lie outside the window.

```lean
/-- The monic cubic in the energy `E` that vanishes at the three nodes `a`, `b`, `c`. -/
def nodePoly (a b c E : ℝ) : ℝ := (E - a) * (E - b) * (E - c)
```

The error factor is \(p(E)^2\). It has the dimension of energy to the sixth power, and the omitted prefactor would turn it into an energy error.

```lean
/-- The error factor of a three-node NMTO set at energy `E`: the square of the node
polynomial. -/
def nodeError (a b c E : ℝ) : ℝ := nodePoly a b c E ^ 2
```

The quantity to minimise is the supremum of \(p(E)^2\) over the closed window. In `worstError lo hi a b c` the first two arguments are the window edges and the last three are the nodes. `Set.Icc lo hi` is the closed interval, and `sSup` is the supremum of the error values on it.

```lean
/-- The supremum of the error factor over the energy window `[lo, hi]`, for `lo ≤ hi`. -/
def worstError (lo hi a b c : ℝ) : ℝ :=
  sSup (nodeError a b c '' Set.Icc lo hi)
```

Since \(p^2\) is continuous and the window is closed, bounded and non-empty, the supremum is attained at some energy in the window. `IsGreatest` states both that the worst error is one of the error values and that it bounds all the others. This justifies writing "max" above.

```lean
/-- On a window with `lo ≤ hi` the worst error is a maximum: it is attained at some energy
of the window. -/
theorem worstError_isGreatest {lo hi : ℝ} (h : lo ≤ hi) (a b c : ℝ) :
    IsGreatest (nodeError a b c '' Set.Icc lo hi) (worstError lo hi a b c) := by
  have hc : Continuous (nodeError a b c) := by
    change Continuous (fun E : ℝ => ((E - a) * (E - b) * (E - c)) ^ 2)
    fun_prop
  exact (isCompact_Icc.image hc).isGreatest_sSup ((Set.nonempty_Icc.2 h).image _)
```

In particular, the error at any single energy of the window is a lower bound for the worst error. The lower bounds below use this repeatedly.

```lean
/-- The error factor at any energy of the window is at most the worst error. -/
theorem nodeError_le_worstError {lo hi a b c E : ℝ} (hE : E ∈ Set.Icc lo hi) :
    nodeError a b c E ≤ worstError lo hi a b c :=
  (worstError_isGreatest (hE.1.trans hE.2) a b c).2 (Set.mem_image_of_mem _ hE)
```

## Four energies that fix the cubic

Expand the polynomial as

\[
p(E)=E^3-(a+b+c)E^2+(ab+bc+ca)E-abc .
\]

The differences between opposite energies contain only odd powers:

\[
p(w)-p(-w)=2w^3+2(ab+bc+ca)w,
\]
\[
p(w/2)-p(-w/2)=\tfrac14w^3+(ab+bc+ca)w .
\]

Subtracting twice the second from the first removes the nodes altogether:

\[
p(w)-2p(w/2)+2p(-w/2)-p(-w)=\tfrac32w^3 .
\]

This is a polynomial identity, so `ring` proves it once the definition is unfolded.

```lean
/-- A weighted alternating sum of the node polynomial at four energies does not depend on
the nodes. -/
theorem alternating_sum (a b c w : ℝ) :
    nodePoly a b c w - 2 * nodePoly a b c (w / 2) + 2 * nodePoly a b c (-(w / 2))
      - nodePoly a b c (-w) = 3 * w ^ 3 / 2 := by
  unfold nodePoly
  ring
```

Now suppose \(p(E)^2\le w^6/16\) throughout the window, that is, \(|p(E)|\le w^3/4\). The four terms of the alternating sum can then contribute at most \((1+2+2+1)\,w^3/4=\tfrac32w^3\), which is exactly what they must add up to. Each sample therefore takes its extreme value:

\[
p(w)=p(-w/2)=\tfrac14w^3,\qquad p(w/2)=p(-w)=-\tfrac14w^3 .
\]

These values determine the coefficients. The sums over opposite energies give

\[
-2(a+b+c)w^2-2abc=0,\qquad -\tfrac12(a+b+c)w^2-2abc=0,
\]

so \(a+b+c=0\) and \(abc=0\). Then \(p(w)=w^3/4\) gives \(ab+bc+ca=-3w^2/4\), and hence

\[
p(E)=E\left(E^2-\tfrac34w^2\right)\quad\text{for every real }E .
\]

In the code, `hb` is the bound on \(|p|\), and `q1` to `q4` are the forced sample values, which `linarith` obtains from the bounds and the alternating sum. The facts `e1`, `e3` and `e2` are the three coefficient conditions in the order derived here; division by \(w\) or \(w^2\) is allowed because \(w>0\).

```lean
/-- For `w > 0`, if the error factor stays at or below `w⁶/16` on the window `[-w, w]`, then
the node polynomial is `E (E² - 3w²/4)`. -/
theorem nodePoly_eq_of_error_le {w a b c : ℝ} (hw : 0 < w)
    (h : ∀ E ∈ Set.Icc (-w) w, nodeError a b c E ≤ w ^ 6 / 16) (E : ℝ) :
    nodePoly a b c E = E * (E ^ 2 - 3 * w ^ 2 / 4) := by
  have hb : ∀ x ∈ Set.Icc (-w) w, |nodePoly a b c x| ≤ w ^ 3 / 4 := by
    intro x hx
    have e : (w ^ 3 / 4) ^ 2 = w ^ 6 / 16 := by ring
    refine abs_le_of_sq_le_sq ?_ (by positivity)
    rw [e]
    exact h x hx
  have p1 := abs_le.1 (hb w ⟨by linarith, by linarith⟩)
  have p2 := abs_le.1 (hb (w / 2) ⟨by linarith, by linarith⟩)
  have p3 := abs_le.1 (hb (-(w / 2)) ⟨by linarith, by linarith⟩)
  have p4 := abs_le.1 (hb (-w) ⟨by linarith, by linarith⟩)
  have hsum := alternating_sum a b c w
  -- the alternating sum forces every sample to its extreme value
  have q1 : nodePoly a b c w = w ^ 3 / 4 := by linarith [p1.2, p2.1, p3.2, p4.1]
  have q2 : nodePoly a b c (w / 2) = -(w ^ 3 / 4) := by linarith [p1.2, p2.1, p3.2, p4.1]
  have q3 : nodePoly a b c (-(w / 2)) = w ^ 3 / 4 := by linarith [p1.2, p2.1, p3.2, p4.1]
  have q4 : nodePoly a b c (-w) = -(w ^ 3 / 4) := by linarith [p1.2, p2.1, p3.2, p4.1]
  unfold nodePoly at q1 q2 q3 q4 ⊢
  -- the samples determine the three coefficients of the cubic
  have s1 : w ^ 2 * (a + b + c) = 0 := by
    linear_combination (-2 / 3) * (q1 + q4 - q2 - q3)
  have e1 : a + b + c = 0 := (mul_eq_zero.1 s1).resolve_left (pow_ne_zero 2 hw.ne')
  have e3 : a * b * c = 0 := by
    linear_combination (-1 / 2) * (q1 + q4) - w ^ 2 * e1
  have s2 : w * (a * b + b * c + c * a + 3 * w ^ 2 / 4) = 0 := by
    linear_combination q1 + w ^ 2 * e1 + e3
  have e2 := (mul_eq_zero.1 s2).resolve_left hw.ne'
  linear_combination (-E ^ 2) * e1 + E * e2 - e3
```

The roots of this cubic are \(0\) and \(\pm s\), where \(s=\sqrt3\,w/2\). Conversely, nodes at these three energies give

\[
E(E-s)(E+s)=E(E^2-s^2)=E\left(E^2-\tfrac34w^2\right).
\]

The formal statement compares sets, so the order in which the nodes are named is irrelevant. The set on the right has three distinct elements, so equality also rules out coincident nodes.

For the direction from nodes to polynomial, each of \(0,s,-s\) must equal one of \(a,b,c\), which makes 27 cases. In 21 of them two distinct energies would share a node, and `linarith` finds the contradiction; the other six are the permutations, closed by `ring`. For the reverse direction, both sets are the zeros of the same polynomial.

```lean
/-- For `w > 0`, the nodes are `0` and `±√3 w/2` exactly when the node polynomial is
`E (E² - 3w²/4)`. -/
theorem nodes_iff_nodePoly {w : ℝ} (hw : 0 < w) (a b c : ℝ) :
    ({a, b, c} : Set ℝ) = {0, Real.sqrt 3 * w / 2, -(Real.sqrt 3 * w / 2)} ↔
      ∀ E, nodePoly a b c E = E * (E ^ 2 - 3 * w ^ 2 / 4) := by
  obtain ⟨s, hs⟩ : ∃ s, s = Real.sqrt 3 * w / 2 := ⟨_, rfl⟩
  have hs2 : s ^ 2 = 3 * w ^ 2 / 4 := by
    rw [hs, div_pow, mul_pow, Real.sq_sqrt (by norm_num)]
    ring
  have hs0 : 0 < s := by
    rw [hs]
    positivity
  rw [← hs, ← hs2]
  constructor
  · intro h E
    have h0 : (0 : ℝ) ∈ ({a, b, c} : Set ℝ) := by rw [h]; simp
    have h1 : s ∈ ({a, b, c} : Set ℝ) := by rw [h]; simp
    have h2 : -s ∈ ({a, b, c} : Set ℝ) := by rw [h]; simp
    simp only [Set.mem_insert_iff, Set.mem_singleton_iff] at h0 h1 h2
    unfold nodePoly
    -- either two distinct values share a node, or the nodes are a permutation
    rcases h0 with h0 | h0 | h0 <;> rcases h1 with h1 | h1 | h1 <;>
      rcases h2 with h2 | h2 | h2 <;>
      first
        | (exfalso; linarith)
        | (rw [← h0, ← h1, ← h2]; ring)
  · intro h
    ext x
    have l : x ∈ ({a, b, c} : Set ℝ) ↔ nodePoly a b c x = 0 := by
      simp only [Set.mem_insert_iff, Set.mem_singleton_iff, nodePoly, mul_eq_zero,
        sub_eq_zero, or_assoc]
    have r : x ∈ ({0, s, -s} : Set ℝ) ↔ x * (x ^ 2 - s ^ 2) = 0 := by
      have e : x * (x ^ 2 - s ^ 2) = x * (x - s) * (x - -s) := by ring
      rw [e]
      simp only [Set.mem_insert_iff, Set.mem_singleton_iff, mul_eq_zero,
        sub_eq_zero, or_assoc]
    rw [l, r, h x]
```

## The optimum and its uniqueness

If the worst error were below \(w^6/16\), the previous argument would force \(p(E)=E(E^2-3w^2/4)\). At the edge this cubic has

\[
p(w)^2=\left(\tfrac14w^3\right)^2=\frac{w^6}{16},
\]

a contradiction. This proves the lower bound. If the worst error equals \(w^6/16\), the same argument fixes the cubic and therefore the nodes.

It remains to show that these nodes attain the bound. For them,

\[
\frac{w^6}{16}-E^2\left(E^2-\tfrac34w^2\right)^2=(w^2-E^2)\left(E^2-\tfrac14w^2\right)^2\ge0
\]

whenever \(|E|\le w\). The error reaches its maximum at \(\pm w\) and \(\pm w/2\), so the two edges and two interior energies are equally bad.

The theorem joins the lower bound and the equality condition by `∧`. Its proof takes an energy at which the worst error is attained and applies the factorisation there, through `nlinarith`. The equality condition would fail if \(w>0\) were weakened to \(w\ge0\): at \(w=0\) the nodes \(0,1,2\) already have worst error zero.

```lean
/-- For `w > 0`, the worst error of three real nodes on `[-w, w]` is at least `w⁶/16`, with
equality exactly when the nodes are `0` and `±√3 w/2`. -/
theorem optimal_nodes {w : ℝ} (hw : 0 < w) (a b c : ℝ) :
    w ^ 6 / 16 ≤ worstError (-w) w a b c ∧
      (worstError (-w) w a b c = w ^ 6 / 16 ↔
        ({a, b, c} : Set ℝ) = {0, Real.sqrt 3 * w / 2, -(Real.sqrt 3 * w / 2)}) := by
  have low : w ^ 6 / 16 ≤ worstError (-w) w a b c := by
    by_contra hn
    have hlt := not_le.1 hn
    have hp := nodePoly_eq_of_error_le hw
      (fun E hE => (nodeError_le_worstError (a := a) (b := b) (c := c) hE).trans hlt.le)
    have h1 : nodeError a b c w ≤ worstError (-w) w a b c :=
      nodeError_le_worstError ⟨by linarith, le_rfl⟩
    have h2 : nodeError a b c w = w ^ 6 / 16 := by
      rw [nodeError, hp]
      ring
    linarith
  refine ⟨low, ?_⟩
  rw [nodes_iff_nodePoly hw]
  constructor
  · intro h
    exact nodePoly_eq_of_error_le hw (fun E hE => (nodeError_le_worstError hE).trans h.le)
  · intro hp
    refine le_antisymm ?_ low
    obtain ⟨E, hE, hEq⟩ := (worstError_isGreatest (by linarith : -w ≤ w) a b c).1
    rw [← hEq, nodeError, hp]
    have h1 : 0 ≤ w ^ 2 - E ^ 2 := by
      nlinarith [mul_nonneg (sub_nonneg.2 hE.2) (by linarith [hE.1] : 0 ≤ w + E)]
    -- the gap to the bound factorises into non-negative terms
    nlinarith [mul_nonneg h1 (sq_nonneg (E ^ 2 - w ^ 2 / 4))]
```

## Nodes at both window edges

With nodes \(-w,c,w\), the polynomial is \((E^2-w^2)(E-c)\). Evaluate the error at \(\pm r\), where \(r=w/\sqrt3\), and add:

\[
\begin{aligned}
p(r)^2+p(-r)^2&=(r^2-w^2)^2(2r^2+2c^2)\\
&=\tfrac{8}{27}w^6+\tfrac89w^4c^2 .
\end{aligned}
\]

The term linear in \(c\) has cancelled. The larger of the two errors is at least half the sum, so the worst error is at least

\[
\frac{4}{27}w^6=\frac{64}{27}\cdot\frac{w^6}{16}.
\]

In the code \(r\) is written as \(\sqrt3\,w/3\), `h1` and `h2` bound the two errors by the worst error, and `e` is the sum. The theorem concerns node sets that contain both edges; it gives no bound for a set with only one.

```lean
/-- For `w > 0`, if both window edges are nodes, the worst error is at least `64/27` times
`w⁶/16`, wherever the third node `c` lies. -/
theorem edge_nodes_bound {w : ℝ} (hw : 0 < w) (c : ℝ) :
    64 / 27 * (w ^ 6 / 16) ≤ worstError (-w) w (-w) c w := by
  obtain ⟨r, hr⟩ : ∃ r, r = Real.sqrt 3 * w / 3 := ⟨_, rfl⟩
  have hr2 : r ^ 2 = w ^ 2 / 3 := by
    rw [hr, div_pow, mul_pow, Real.sq_sqrt (by norm_num)]
    ring
  have hrw : -w ≤ r ∧ r ≤ w :=
    abs_le.1 (abs_le_of_sq_le_sq (by rw [hr2]; linarith [sq_nonneg w]) hw.le)
  have h1 : nodeError (-w) c w r ≤ worstError (-w) w (-w) c w :=
    nodeError_le_worstError hrw
  have h2 : nodeError (-w) c w (-r) ≤ worstError (-w) w (-w) c w :=
    nodeError_le_worstError ⟨by linarith [hrw.2], by linarith [hrw.1]⟩
  -- in the sum over the two energies the term linear in `c` cancels
  have e : nodeError (-w) c w r + nodeError (-w) c w (-r)
      = 8 * w ^ 6 / 27 + 8 / 9 * (w ^ 4 * c ^ 2) := by
    calc nodeError (-w) c w r + nodeError (-w) c w (-r)
        = (r ^ 2 - w ^ 2) ^ 2 * (2 * r ^ 2 + 2 * c ^ 2) := by
          unfold nodeError nodePoly
          ring
      _ = 8 * w ^ 6 / 27 + 8 / 9 * (w ^ 4 * c ^ 2) := by
          rw [hr2]
          ring
  have h3 : 0 ≤ w ^ 4 * c ^ 2 := by positivity
  linarith
```

For \(c=0\) the bound is attained. The identity

\[
\frac{4}{27}w^6-E^2(E^2-w^2)^2=\left(\tfrac43w^2-E^2\right)\left(E^2-\tfrac13w^2\right)^2
\]

has a non-negative right-hand side in the window, so no error exceeds \(4w^6/27\). The proof combines this upper bound with the preceding lower bound by `le_antisymm`.

```lean
/-- For `w > 0`, the nodes `-w, 0, w` have worst error exactly `64/27` times `w⁶/16`. -/
theorem edge_nodes_value {w : ℝ} (hw : 0 < w) :
    worstError (-w) w (-w) 0 w = 64 / 27 * (w ^ 6 / 16) := by
  refine le_antisymm ?_ (edge_nodes_bound hw 0)
  obtain ⟨E, hE, hEq⟩ := (worstError_isGreatest (by linarith : -w ≤ w) (-w) 0 w).1
  rw [← hEq, nodeError, nodePoly]
  have h1 : 0 ≤ 4 * w ^ 2 / 3 - E ^ 2 := by
    nlinarith [mul_nonneg (sub_nonneg.2 hE.2) (by linarith [hE.1] : 0 ≤ w + E), sq_nonneg w]
  nlinarith [mul_nonneg h1 (sq_nonneg (E ^ 2 - w ^ 2 / 3))]
```

## Windows centred at any energy

Only the differences \(E-a\), \(E-b\) and \(E-c\) enter the error. Adding the same energy \(m\) to the window and to all nodes therefore changes nothing:

\[
(m+E)-(m+a)=E-a,
\]

and likewise for \(b\) and \(c\). For a window \([m-w,m+w]\), measuring energies from its centre turns the optimal nodes into \(m\) and \(m\pm\sqrt3\,w/2\).

The proof shows that the two sets of error values are equal, by mapping each energy \(E\) of one window to \(E-m\) or \(m+E\) in the other.

```lean
/-- Shifting the energy window and all three nodes by the same energy `m` leaves the worst
error unchanged. -/
theorem worstError_shift (m lo hi a b c : ℝ) :
    worstError (m + lo) (m + hi) (m + a) (m + b) (m + c) = worstError lo hi a b c := by
  unfold worstError
  congr 1
  ext y
  constructor
  · rintro ⟨E, hE, rfl⟩
    refine ⟨E - m, ⟨by linarith [hE.1], by linarith [hE.2]⟩, ?_⟩
    unfold nodeError nodePoly
    ring
  · rintro ⟨E, hE, rfl⟩
    refine ⟨m + E, ⟨by linarith [hE.1], by linarith [hE.2]⟩, ?_⟩
    unfold nodeError nodePoly
    ring

end NMTONodePlacement
```

```lean
#print axioms NMTONodePlacement.nodes_iff_nodePoly
-- 'NMTONodePlacement.nodes_iff_nodePoly' depends on axioms: [propext, Classical.choice, Quot.sound]
#print axioms NMTONodePlacement.optimal_nodes
-- 'NMTONodePlacement.optimal_nodes' depends on axioms: [propext, Classical.choice, Quot.sound]
#print axioms NMTONodePlacement.edge_nodes_value
-- 'NMTONodePlacement.edge_nodes_value' depends on axioms: [propext, Classical.choice, Quot.sound]
#print axioms NMTONodePlacement.worstError_shift
-- 'NMTONodePlacement.worstError_shift' depends on axioms: [propext, Classical.choice, Quot.sound]
```
